# Fejér-weighted Fourier sums of a bounded real function stay within its bounds

Take the step function that is 1 from 0 to π and 0 from there to 2π, and keep only its Fourier terms with |k| < 2. At x = π/2 the truncated series gives 1/2 + 2/π ≈ 1.137, and at x = 3π/2 it gives 1/2 − 2/π ≈ −0.137. A mask meant to select part of a cell then gives some points a weight above 1 and others a negative weight.

## Damping that keeps the bounds

For a real function f, integrable on the cell [0, 2π], let

c_k = (1/2π) ∫₀^{2π} f(t) exp(−ikt) dt

S_N(x) = Σ_{|k|<N} (1 − |k|/N) c_k exp(ikx).

If a ≤ f ≤ b on the cell and N ≥ 1, then S_N(x) is real and a ≤ S_N(x) ≤ b at every real x. The cutoff is strict: a code that keeps |k| ≤ K has N = K + 1.

## Masks and step functions on a plane-wave grid

Linearised augmented-plane-wave (LAPW) electronic-structure codes commonly expand the step function separating atomic spheres from the interstitial region in plane waves. For a one-dimensional cell, the bound guarantees that a Fejér-damped step function stays in [0, 1] pointwise. The damping alters every coefficient with k ≠ 0 that f has below the cutoff, so it suits quantities that need pointwise bounds, not integrals that rely on the undamped coefficients.

## From plane-wave pairs to a weighted average

Define the Fejér kernel

F_N(u) = (1/N) |Σ_{j=0}^{N−1} exp(iju)|² ≥ 0.

Expanding the square gives terms exp(i(j−l)u) with j and l from 0 to N−1. The difference j − l = k occurs N − |k| times, so

F_N(u) = Σ_{|k|<N} (1 − |k|/N) exp(iku).

Insert the integral for c_k into S_N and exchange it with the finite sum:

S_N(x) = (1/2π) ∫₀^{2π} f(t) F_N(x−t) dt.

This is real. For f = 1, c_0 = 1 and every other c_k vanishes, because exp(−ikt) integrates to zero over the cell. Hence S_N = 1, that is,

(1/2π) ∫₀^{2π} F_N(x−t) dt = 1.

Since F_N ≥ 0,

a F_N(x−t) ≤ f(t) F_N(x−t) ≤ b F_N(x−t).

Averaging over t gives a ≤ S_N(x) ≤ b.

For the step above, c_0 = 1/2 and c_{±1} = ∓i/π. At x = π/2 the terms k = ±1 each contribute 1/π before damping. With N = 2 their weight is 1/2, so

S_2(π/2) = 1/2 + 1/π ≈ 0.818.

## The Lean file

```lean
import Mathlib

open Complex (I)
open scoped Real ComplexConjugate

namespace FejerSmoothing

noncomputable section

/-- The plane wave `exp(ikx)` with integer frequency `k`. -/
def wave (k : ℤ) (x : ℝ) : ℂ := Complex.exp ((k : ℂ) * (x : ℂ) * I)

/-- The Fourier coefficient `c_k` of `f` on the cell `[0, 2π]`. -/
def cellCoeff (f : ℝ → ℝ) (k : ℤ) : ℂ :=
  1 / (2 * (π : ℂ)) * ∫ t in (0 : ℝ)..(2 * π), (f t : ℂ) * wave (-k) t

/-- The Fejér sum: plane waves with `|k| < N`, damped by `1 - |k|/N`, for `N ≥ 1`. -/
def fejerSum (f : ℝ → ℝ) (N : ℕ) (x : ℝ) : ℂ :=
  ∑ k ∈ Finset.Ioo (-(N : ℤ)) (N : ℤ),
    (1 - ((|k| : ℤ) : ℂ) / (N : ℂ)) * cellCoeff f k * wave k x

/-- The Fejér kernel: the squared modulus of a sum of `N` consecutive plane waves,
divided by `N`, for `N ≥ 1`. -/
def fejerKernel (N : ℕ) (u : ℝ) : ℝ :=
  ‖∑ j ∈ Finset.range N, wave (j : ℤ) u‖ ^ 2 / (N : ℝ)

/-- The step function equal to one up to `π` and zero beyond. -/
def halfStep (t : ℝ) : ℝ := if t ≤ π then 1 else 0

/-- Each plane wave is continuous in position. -/
theorem continuous_wave (k : ℤ) : Continuous (wave k) := by
  show Continuous fun x : ℝ => Complex.exp ((k : ℂ) * (x : ℂ) * I)
  fun_prop

/-- The integral from `0` to `b` of a plane wave of nonzero frequency. -/
theorem integral_wave {k : ℤ} (hk : k ≠ 0) (b : ℝ) :
    ∫ t in (0 : ℝ)..b, wave k t = I * (1 - wave k b) / (k : ℂ) := by
  have hk' : (k : ℂ) ≠ 0 := Int.cast_ne_zero.mpr hk
  have hc : (k : ℂ) * I ≠ 0 := mul_ne_zero hk' Complex.I_ne_zero
  have hw : ∀ t : ℝ, wave k t = Complex.exp ((k : ℂ) * I * (t : ℂ)) := by
    intro t
    unfold wave
    congr 1
    ring
  simp only [hw]
  rw [integral_exp_mul_complex hc, Complex.ofReal_zero, mul_zero, Complex.exp_zero,
    div_eq_div_iff hc hk']
  linear_combination
    (Complex.exp ((k : ℂ) * I * (b : ℂ)) - 1) * (k : ℂ) * Complex.I_mul_I

/-- A sum over the frequencies `|k| ≤ N` splits into the zero frequency and pairs `±k`. -/
theorem sum_shell (h : ℤ → ℂ) (N : ℕ) :
    ∑ k ∈ Finset.Ioo (-((N + 1 : ℕ) : ℤ)) ((N + 1 : ℕ) : ℤ), h k =
      h 0 + ∑ l ∈ Finset.range N, (h ((l : ℤ) + 1) + h (-((l : ℤ) + 1))) := by
  induction N with
  | zero =>
    have e : Finset.Ioo (-((0 + 1 : ℕ) : ℤ)) ((0 + 1 : ℕ) : ℤ) = {0} := by
      ext k
      simp only [Finset.mem_Ioo, Finset.mem_singleton]
      omega
    rw [e]
    simp
  | succ n ih =>
    have e : Finset.Ioo (-((n + 1 + 1 : ℕ) : ℤ)) ((n + 1 + 1 : ℕ) : ℤ) =
        insert ((n : ℤ) + 1) (insert (-((n : ℤ) + 1))
          (Finset.Ioo (-((n + 1 : ℕ) : ℤ)) ((n + 1 : ℕ) : ℤ))) := by
      ext k
      simp only [Finset.mem_Ioo, Finset.mem_insert]
      omega
    rw [e, Finset.sum_insert (by simp only [Finset.mem_insert, Finset.mem_Ioo]; omega),
      Finset.sum_insert (by simp only [Finset.mem_Ioo]; omega), ih, Finset.sum_range_succ]
    ring

/-- Summing `g (j - l)` over all `j` and `l` from `0` to `N - 1` gives the sum of `g k` over
`|k| < N` with weights `N - |k|`. -/
theorem sum_pairs (g : ℤ → ℂ) (N : ℕ) :
    ∑ j ∈ Finset.range N, ∑ l ∈ Finset.range N, g ((j : ℤ) - (l : ℤ)) =
      ∑ k ∈ Finset.Ioo (-(N : ℤ)) (N : ℤ), ((N : ℂ) - ((|k| : ℤ) : ℂ)) * g k := by
  induction N with
  | zero => simp
  | succ n ih =>
    -- the outermost frequencies carry zero weight at the previous cutoff
    have h0 : ∑ k ∈ Finset.Ioo (-(n : ℤ)) (n : ℤ), ((n : ℂ) - ((|k| : ℤ) : ℂ)) * g k =
        ∑ k ∈ Finset.Ioo (-((n + 1 : ℕ) : ℤ)) ((n + 1 : ℕ) : ℤ),
          ((n : ℂ) - ((|k| : ℤ) : ℂ)) * g k := by
      apply Finset.sum_subset
      · intro k hk
        simp only [Finset.mem_Ioo] at hk ⊢
        omega
      · intro k hk hk'
        simp only [Finset.mem_Ioo] at hk hk'
        have ha : |k| = (n : ℤ) := by
          rcases abs_cases k with h | h <;> omega
        rw [ha]
        simp
    have h1 : ∑ k ∈ Finset.Ioo (-((n + 1 : ℕ) : ℤ)) ((n + 1 : ℕ) : ℤ),
          (((n + 1 : ℕ) : ℂ) - ((|k| : ℤ) : ℂ)) * g k =
        ∑ k ∈ Finset.Ioo (-((n + 1 : ℕ) : ℤ)) ((n + 1 : ℕ) : ℤ), g k +
        ∑ k ∈ Finset.Ioo (-(n : ℤ)) (n : ℤ), ((n : ℂ) - ((|k| : ℤ) : ℂ)) * g k := by
      rw [h0, ← Finset.sum_add_distrib]
      refine Finset.sum_congr rfl fun k _ => ?_
      rw [Nat.cast_add, Nat.cast_one]
      ring
    have h2 : ∑ l ∈ Finset.range n, g ((n : ℤ) - (l : ℤ)) =
        ∑ l ∈ Finset.range n, g ((l : ℤ) + 1) := by
      refine Eq.trans (Finset.sum_congr rfl fun l hl => ?_)
        (Finset.sum_range_reflect (fun l : ℕ => g ((l : ℤ) + 1)) n)
      have := Finset.mem_range.mp hl
      exact congrArg g (by omega)
    have h3 : ∑ l ∈ Finset.range n, g ((l : ℤ) - (n : ℤ)) =
        ∑ l ∈ Finset.range n, g (-((l : ℤ) + 1)) := by
      refine Eq.trans (Finset.sum_congr rfl fun l hl => ?_)
        (Finset.sum_range_reflect (fun l : ℕ => g (-((l : ℤ) + 1))) n)
      have := Finset.mem_range.mp hl
      exact congrArg g (by omega)
    rw [h1, sum_shell, ← ih]
    simp only [Finset.sum_range_succ, Finset.sum_add_distrib, sub_self]
    rw [h2, h3]
    ring

/-- The Fourier weights of the Fejér kernel are `1 - |k|/N` for `|k| < N`. -/
theorem fejerKernel_eq_sum (N : ℕ) (u : ℝ) :
    (fejerKernel N u : ℂ) = ∑ k ∈ Finset.Ioo (-(N : ℤ)) (N : ℤ),
      (1 - ((|k| : ℤ) : ℂ) / (N : ℂ)) * wave k u := by
  rcases Nat.eq_zero_or_pos N with rfl | hN
  · simp [fejerKernel]
  have hN' : (N : ℂ) ≠ 0 := Nat.cast_ne_zero.mpr hN.ne'
  have key : ((‖∑ j ∈ Finset.range N, wave (j : ℤ) u‖ ^ 2 : ℝ) : ℂ) =
      ∑ k ∈ Finset.Ioo (-(N : ℤ)) (N : ℤ), ((N : ℂ) - ((|k| : ℤ) : ℂ)) * wave k u := by
    refine Eq.trans ?_ (sum_pairs (fun k => wave k u) N)
    rw [Complex.sq_norm, ← Complex.mul_conj, map_sum, Finset.sum_mul_sum]
    refine Finset.sum_congr rfl fun j _ => Finset.sum_congr rfl fun l _ => ?_
    simp only [wave, ← Complex.exp_conj, ← Complex.exp_add, map_mul, Complex.conj_ofReal,
      Complex.conj_I, map_intCast]
    congr 1
    push_cast
    ring
  rw [fejerKernel, Complex.ofReal_div, key, Complex.ofReal_natCast, Finset.sum_div]
  refine Finset.sum_congr rfl fun k _ => ?_
  field_simp

/-- For `f` integrable on the cell, the Fejér sum is the cell average of `f` against the
Fejér kernel centred at `x`. -/
theorem fejerSum_eq_average {f : ℝ → ℝ}
    (hf : IntervalIntegrable f MeasureTheory.volume 0 (2 * π)) (N : ℕ) (x : ℝ) :
    fejerSum f N x =
      ((1 / (2 * π) * ∫ t in (0 : ℝ)..(2 * π), f t * fejerKernel N (x - t) : ℝ) : ℂ) := by
  have e : ∀ t : ℝ, ((f t * fejerKernel N (x - t) : ℝ) : ℂ) =
      ∑ k ∈ Finset.Ioo (-(N : ℤ)) (N : ℤ),
        ((1 - ((|k| : ℤ) : ℂ) / (N : ℂ)) * wave k x) * ((f t : ℂ) * wave (-k) t) := by
    intro t
    rw [Complex.ofReal_mul, fejerKernel_eq_sum, Finset.mul_sum]
    refine Finset.sum_congr rfl fun k _ => ?_
    have hw : wave k (x - t) = wave k x * wave (-k) t := by
      simp only [wave, ← Complex.exp_add]
      congr 1
      push_cast
      ring
    rw [hw]
    ring
  have hfc : IntervalIntegrable (fun t => (f t : ℂ)) MeasureTheory.volume 0 (2 * π) :=
    ⟨MeasureTheory.Integrable.ofReal hf.1, MeasureTheory.Integrable.ofReal hf.2⟩
  -- exchange the finite frequency sum with the integral
  have h1 : ((∫ t in (0 : ℝ)..(2 * π), f t * fejerKernel N (x - t) : ℝ) : ℂ) =
      ∑ k ∈ Finset.Ioo (-(N : ℤ)) (N : ℤ), ((1 - ((|k| : ℤ) : ℂ) / (N : ℂ)) * wave k x) *
        ∫ t in (0 : ℝ)..(2 * π), (f t : ℂ) * wave (-k) t := by
    calc ((∫ t in (0 : ℝ)..(2 * π), f t * fejerKernel N (x - t) : ℝ) : ℂ)
        = ∫ t in (0 : ℝ)..(2 * π), ((f t * fejerKernel N (x - t) : ℝ) : ℂ) :=
          intervalIntegral.integral_ofReal.symm
      _ = _ := by
          simp only [e]
          rw [intervalIntegral.integral_finsetSum fun k _ =>
            (hfc.mul_continuousOn (continuous_wave (-k)).continuousOn).const_mul _]
          simp only [intervalIntegral.integral_const_mul]
  rw [Complex.ofReal_mul, h1, fejerSum, Finset.mul_sum]
  refine Finset.sum_congr rfl fun k _ => ?_
  rw [cellCoeff]
  push_cast
  ring

/-- For `N ≥ 1` the Fejér kernel has cell average one. -/
theorem fejerKernel_average {N : ℕ} (hN : 1 ≤ N) (x : ℝ) :
    1 / (2 * π) * ∫ t in (0 : ℝ)..(2 * π), fejerKernel N (x - t) = 1 := by
  have hpi : (π : ℂ) ≠ 0 := Complex.ofReal_ne_zero.mpr Real.pi_ne_zero
  have c0 : cellCoeff (fun _ => 1) 0 = 1 := by
    have h : ∫ t in (0 : ℝ)..(2 * π), ((1 : ℝ) : ℂ) * wave (-0) t = 2 * (π : ℂ) := by
      simp [wave]
    rw [cellCoeff, h]
    field_simp
  -- plane waves of nonzero frequency integrate to zero over the cell
  have ck : ∀ k : ℤ, k ≠ 0 → cellCoeff (fun _ => 1) k = 0 := by
    intro k hk
    have hper : wave (-k) (2 * π) = 1 := by
      unfold wave
      refine Eq.trans (congrArg Complex.exp ?_) (Complex.exp_int_mul_two_pi_mul_I (-k))
      push_cast
      ring
    simp only [cellCoeff, Complex.ofReal_one, one_mul]
    rw [integral_wave (neg_ne_zero.mpr hk), hper]
    simp
  have hs : fejerSum (fun _ => 1) N x = 1 := by
    rw [fejerSum, Finset.sum_eq_single 0]
    · rw [c0]
      simp [wave]
    · intro k _ hk
      rw [ck k hk]
      simp
    · intro h
      exact absurd (Finset.mem_Ioo.mpr ⟨by omega, by omega⟩) h
  have h := fejerSum_eq_average (f := fun _ => 1) intervalIntegrable_const N x
  rw [hs] at h
  simp only [one_mul] at h
  exact Complex.ofReal_eq_one.mp h.symm

/-- If `f` is integrable on the cell with `a ≤ f ≤ b` there, then for `N ≥ 1` its Fejér sum
is real and lies in `[a, b]` at every real `x`. -/
theorem fejerSum_mem_range {f : ℝ → ℝ} {a b : ℝ}
    (hf : IntervalIntegrable f MeasureTheory.volume 0 (2 * π))
    (hab : ∀ t ∈ Set.Icc 0 (2 * π), a ≤ f t ∧ f t ≤ b) {N : ℕ} (hN : 1 ≤ N) (x : ℝ) :
    (fejerSum f N x).im = 0 ∧ a ≤ (fejerSum f N x).re ∧ (fejerSum f N x).re ≤ b := by
  have hpos : (0 : ℝ) ≤ 2 * π := by positivity
  have hK : Continuous fun t : ℝ => fejerKernel N (x - t) := by
    have h : Continuous (fejerKernel N) :=
      ((continuous_finsetSum _ fun (j : ℕ) _ => continuous_wave (j : ℤ)).norm.pow 2).div_const _
    exact h.comp (continuous_const.sub continuous_id)
  have hK0 : ∀ t : ℝ, 0 ≤ fejerKernel N (x - t) := fun t => by
    unfold fejerKernel
    positivity
  have hm := fejerKernel_average hN x
  have hfK := hf.mul_continuousOn hK.continuousOn
  have hcK : ∀ c : ℝ, IntervalIntegrable (fun t => c * fejerKernel N (x - t))
      MeasureTheory.volume 0 (2 * π) :=
    fun c => (continuous_const.mul hK).intervalIntegrable _ _
  -- multiplying by the nonnegative kernel and integrating preserves both inequalities
  have hlo := intervalIntegral.integral_mono_on hpos (hcK a) hfK
    fun t ht => mul_le_mul_of_nonneg_right (hab t ht).1 (hK0 t)
  have hhi := intervalIntegral.integral_mono_on hpos hfK (hcK b)
    fun t ht => mul_le_mul_of_nonneg_right (hab t ht).2 (hK0 t)
  rw [intervalIntegral.integral_const_mul] at hlo hhi
  have hc : (0 : ℝ) ≤ 1 / (2 * π) := by positivity
  have h1 := mul_le_mul_of_nonneg_left hlo hc
  have h2 := mul_le_mul_of_nonneg_left hhi hc
  rw [mul_left_comm, hm, mul_one] at h1 h2
  rw [fejerSum_eq_average hf]
  exact ⟨Complex.ofReal_im _, by rw [Complex.ofReal_re]; exact h1,
    by rw [Complex.ofReal_re]; exact h2⟩

/-- The Fejér sums of a measurable function with values in `[0, 1]` are real and lie
in `[0, 1]`. -/
theorem fejerSum_mem_unit {f : ℝ → ℝ} (hf : Measurable f)
    (h01 : ∀ t, 0 ≤ f t ∧ f t ≤ 1) (N : ℕ) (x : ℝ) :
    (fejerSum f N x).im = 0 ∧ 0 ≤ (fejerSum f N x).re ∧ (fejerSum f N x).re ≤ 1 := by
  rcases Nat.eq_zero_or_pos N with rfl | hN
  · simp [fejerSum]
  have hi : IntervalIntegrable f MeasureTheory.volume 0 (2 * π) := by
    refine (intervalIntegrable_const (c := (1 : ℝ))).mono_fun hf.aestronglyMeasurable
      (Filter.Eventually.of_forall fun t => ?_)
    show ‖f t‖ ≤ ‖(1 : ℝ)‖
    rw [Real.norm_of_nonneg (h01 t).1, norm_one]
    exact (h01 t).2
  exact fejerSum_mem_range hi (fun t _ => h01 t) hN x

/-- Without the Fejér weights, the sum over `|k| < 2` for the step function equals
`1/2 + 2/π` at `x = π/2`, which exceeds one. -/
theorem sharp_cutoff_overshoots :
    ∑ k ∈ Finset.Ioo (-2 : ℤ) 2, cellCoeff halfStep k * wave k (π / 2) =
      ((1 / 2 + 2 / π : ℝ) : ℂ) ∧ 1 < 1 / 2 + 2 / π := by
  have hpi : (π : ℂ) ≠ 0 := Complex.ofReal_ne_zero.mpr Real.pi_ne_zero
  have hc : ∀ k : ℤ, cellCoeff halfStep k =
      1 / (2 * (π : ℂ)) * ∫ t in (0 : ℝ)..π, wave (-k) t := by
    intro k
    have h : ∀ t : ℝ, (halfStep t : ℂ) * wave (-k) t =
        Set.indicator {t : ℝ | t ≤ π} (wave (-k)) t := by
      intro t
      by_cases ht : t ≤ π <;> simp [halfStep, Set.indicator, ht]
    simp only [cellCoeff, h]
    rw [intervalIntegral.integral_indicator ⟨Real.pi_pos.le, by linarith [Real.pi_pos]⟩]
  have hw : ∀ (k : ℤ) (x : ℝ), wave k x =
      (Real.cos ((k : ℝ) * x) : ℂ) + (Real.sin ((k : ℝ) * x) : ℂ) * I := by
    intro k x
    rw [wave, Complex.exp_mul_I]
    push_cast
    ring
  have p1 : wave 1 π = -1 := by rw [hw]; simp
  have p2 : wave (-1) π = -1 := by rw [hw]; simp
  have q0 : wave 0 (π / 2) = 1 := by simp [wave]
  have q1 : wave 1 (π / 2) = I := by rw [hw]; simp
  have q2 : wave (-1) (π / 2) = -I := by rw [hw]; simp
  -- the Fourier coefficients of the step with `|k| < 2`
  have c0 : cellCoeff halfStep 0 = 1 / 2 := by
    have h : ∫ t in (0 : ℝ)..π, wave (-0) t = (π : ℂ) := by simp [wave]
    rw [hc, h]
    field_simp
  have c1 : cellCoeff halfStep 1 = -I / (π : ℂ) := by
    rw [hc, integral_wave (by norm_num), p2]
    push_cast
    ring
  have c2 : cellCoeff halfStep (-1) = I / (π : ℂ) := by
    rw [hc, neg_neg, integral_wave one_ne_zero, p1]
    push_cast
    ring
  constructor
  · have e : Finset.Ioo (-2 : ℤ) 2 = {-1, 0, 1} := by decide
    rw [e, Finset.sum_insert (by decide), Finset.sum_insert (by decide),
      Finset.sum_singleton, c0, c1, c2, q0, q1, q2]
    push_cast
    linear_combination (-2 / (π : ℂ)) * Complex.I_mul_I
  · have h : 1 / 2 < 2 / π := by
      rw [lt_div_iff₀ Real.pi_pos]
      linarith [Real.pi_lt_four]
    linarith

end

end FejerSmoothing
```

```lean
#print axioms FejerSmoothing.fejerSum_mem_unit
-- 'FejerSmoothing.fejerSum_mem_unit' depends on axioms: [propext, Classical.choice, Quot.sound]
#print axioms FejerSmoothing.sharp_cutoff_overshoots
-- 'FejerSmoothing.sharp_cutoff_overshoots' depends on axioms: [propext, Classical.choice, Quot.sound]
```

## Reading the theorems and their limits

`wave k x` is exp(ikx), `cellCoeff f k` is c_k, and `fejerSum f N x` is S_N(x). The sum is complex-valued, so `fejerSum_mem_range` states that its imaginary part is zero and its real part lies in [a, b]. `IntervalIntegrable` is integrability on the cell. Periodicity is not assumed, since only values on one cell enter; a non-periodic f is in effect replaced by the periodic repetition of that cell.

`fejerSum_mem_unit` treats measurable f with 0 ≤ f ≤ 1 everywhere; it also admits N = 0, where the sum is empty. `sharp_cutoff_overshoots` confirms the value 1/2 + 2/π and that it exceeds 1.

The proof follows the derivation, except that `sum_pairs` counts by induction: going from N to N + 1 adds one pair for each difference with |k| ≤ N, and `sum_shell` lists these differences as zero and ±k. `fejerKernel_eq_sum` turns the count into weights, `fejerSum_eq_average` exchanges sum and integral, and `fejerKernel_average` uses `integral_wave` to remove the nonzero frequencies. The bounds then come from `integral_mono_on`, applied once for each side.

The bound holds at each fixed N and does not say how closely S_N approximates f. The coefficients are exact integrals, without quadrature or rounding error.

The step to a real crystal is from one dimension to three. The same argument, not formalised here, works in fractional coordinates with a product of three Fejér kernels: the weights become

(1 − |k₁|/N₁)(1 − |k₂|/N₂)(1 − |k₃|/N₃),

and the product kernel is again nonnegative with cell average one. A spherical cutoff in reciprocal space has different weights and needs its own argument.
